# The commutator of Kronecker products and the parity rule for N-site product operators

On a single spin-1/2 the Pauli observables \(X\) and \(Z\) do not commute, yet on a pair of such spins \(X\otimes X\) and \(Z\otimes Z\) do. The commutator of two product operators can be written in terms of their local factors, and when the factors on each site either commute or anticommute, with nonzero local products, counting the anticommuting sites decides the matter.

```lean
import Mathlib

open Matrix
open scoped Kronecker

namespace KroneckerCommutator

noncomputable section

variable {m n d : Type*} [Fintype m] [Fintype n] [Fintype d]

/-- The commutator `[A, B] = AB - BA` of two operators. -/
def comm (A B : Matrix n n ℂ) : Matrix n n ℂ := A * B - B * A

/-- The anticommutator `{A, B} = AB + BA` of two operators. -/
def anti (A B : Matrix n n ℂ) : Matrix n n ℂ := A * B + B * A

/-- The commutator of two product operators on a bipartite system, in terms of the
commutators and anticommutators of the local factors. -/
theorem comm_kronecker (A C : Matrix m m ℂ) (B D : Matrix n n ℂ) :
    comm (A ⊗ₖ B) (C ⊗ₖ D) =
      (1 / 2 : ℂ) • (comm A C ⊗ₖ anti B D + anti A C ⊗ₖ comm B D) := by
  unfold comm anti
  -- the mixed-product rule turns both orderings into Kronecker products
  rw [← Matrix.mul_kronecker_mul, ← Matrix.mul_kronecker_mul]
  ext ⟨i, k⟩ ⟨j, l⟩
  simp only [Matrix.sub_apply, Matrix.add_apply, Matrix.smul_apply,
    Matrix.kronecker_apply, smul_eq_mul]
  ring

/-- The anticommutator of two product operators on a bipartite system, in terms of the
commutators and anticommutators of the local factors. -/
theorem anti_kronecker (A C : Matrix m m ℂ) (B D : Matrix n n ℂ) :
    anti (A ⊗ₖ B) (C ⊗ₖ D) =
      (1 / 2 : ℂ) • (anti A C ⊗ₖ anti B D + comm A C ⊗ₖ comm B D) := by
  unfold comm anti
  rw [← Matrix.mul_kronecker_mul, ← Matrix.mul_kronecker_mul]
  ext ⟨i, k⟩ ⟨j, l⟩
  simp only [Matrix.sub_apply, Matrix.add_apply, Matrix.smul_apply,
    Matrix.kronecker_apply, smul_eq_mul]
  ring

/-- If the local factors anticommute on both subsystems, the product operators commute. -/
theorem comm_kronecker_eq_zero {A C : Matrix m m ℂ} {B D : Matrix n n ℂ}
    (hA : anti A C = 0) (hB : anti B D = 0) : comm (A ⊗ₖ B) (C ⊗ₖ D) = 0 := by
  rw [comm_kronecker, hA, hB]
  simp

/-- A nonzero operator has a nonzero matrix element. -/
theorem exists_entry_ne_zero {ι : Type*} {X : Matrix ι ι ℂ} (hX : X ≠ 0) :
    ∃ i j, X i j ≠ 0 := by
  by_contra hcon
  push Not at hcon
  exact hX (by ext i j; exact hcon i j)

/-- If the factors on the first subsystem anticommute and their product is nonzero, the
product operators commute exactly when the factors on the second subsystem anticommute. -/
theorem comm_kronecker_eq_zero_iff {A C : Matrix m m ℂ} (B D : Matrix n n ℂ)
    (hA : anti A C = 0) (hne : A * C ≠ 0) :
    comm (A ⊗ₖ B) (C ⊗ₖ D) = 0 ↔ anti B D = 0 := by
  refine ⟨fun h => ?_, fun hB => comm_kronecker_eq_zero hA hB⟩
  have hCA : C * A = -(A * C) := eq_neg_of_add_eq_zero_right hA
  have hc : comm A C = (2 : ℂ) • (A * C) := by
    unfold comm
    rw [hCA]
    module
  -- only one term of the commutator identity survives
  rw [comm_kronecker, hA, hc, Matrix.zero_kronecker, add_zero] at h
  obtain ⟨i, j, hij⟩ := exists_entry_ne_zero hne
  ext k l
  have h1 := congrArg (fun M => M (i, k) (j, l)) h
  simp only [Matrix.smul_apply, Matrix.kronecker_apply, Matrix.zero_apply,
    smul_eq_mul] at h1
  have h2 : (A * C) i j * anti B D k l = 0 := by linear_combination h1
  exact (mul_eq_zero.mp h2).resolve_left hij

/-- The product operator on `N` sites with local factor `A k` on site `k`; its matrix
elements between configurations are products of local matrix elements. -/
def siteProduct {N : ℕ} (A : Fin N → Matrix d d ℂ) :
    Matrix (Fin N → d) (Fin N → d) ℂ :=
  Matrix.of fun i j => ∏ k, A k (i k) (j k)

/-- Product operators on `N` sites multiply site by site. -/
theorem siteProduct_mul {N : ℕ} (A C : Fin N → Matrix d d ℂ) :
    siteProduct A * siteProduct C = siteProduct (fun k => A k * C k) := by
  ext i j
  simp only [siteProduct, Matrix.mul_apply, Matrix.of_apply, ← Finset.prod_mul_distrib]
  rw [Finset.prod_univ_sum, Fintype.piFinset_univ]

/-- If the local factors anticommute on the sites in `S` and commute on all others,
exchanging the two product operators gives one factor `-1` for each site in `S`. -/
theorem siteProduct_exchange {N : ℕ} (A C : Fin N → Matrix d d ℂ) (S : Finset (Fin N))
    (hS : ∀ k ∈ S, anti (A k) (C k) = 0) (hS' : ∀ k ∉ S, comm (A k) (C k) = 0) :
    siteProduct A * siteProduct C =
      (-1 : ℂ) ^ S.card • (siteProduct C * siteProduct A) := by
  rw [siteProduct_mul, siteProduct_mul]
  ext i j
  simp only [siteProduct, Matrix.of_apply, Matrix.smul_apply, smul_eq_mul]
  -- the sign contributed by a single site
  have h : ∀ k, (A k * C k) (i k) (j k) =
      (if k ∈ S then (-1 : ℂ) else 1) * (C k * A k) (i k) (j k) := by
    intro k
    by_cases hk : k ∈ S
    · have e : A k * C k = -(C k * A k) := eq_neg_of_add_eq_zero_left (hS k hk)
      rw [if_pos hk, e, Matrix.neg_apply, neg_one_mul]
    · have e : A k * C k = C k * A k := sub_eq_zero.mp (hS' k hk)
      rw [if_neg hk, e, one_mul]
  have hs : ∏ k, (if k ∈ S then (-1 : ℂ) else 1) = (-1) ^ S.card := by
    simp [Finset.prod_ite_mem]
  rw [Finset.prod_congr rfl (fun k _ => h k), Finset.prod_mul_distrib, hs]

/-- Let the local factors anticommute on the sites in `S`, commute on all others, and have
nonzero products. The two `N`-site operators commute exactly when `S` has even size. -/
theorem comm_siteProduct_eq_zero_iff {N : ℕ} (A C : Fin N → Matrix d d ℂ)
    (S : Finset (Fin N)) (hS : ∀ k ∈ S, anti (A k) (C k) = 0)
    (hS' : ∀ k ∉ S, comm (A k) (C k) = 0) (hne : ∀ k, A k * C k ≠ 0) :
    comm (siteProduct A) (siteProduct C) = 0 ↔ Even S.card := by
  have hex := siteProduct_exchange A C S hS hS'
  constructor
  · intro h
    by_contra hodd
    rw [(Nat.not_even_iff_odd.mp hodd).neg_one_pow] at hex
    have heq : siteProduct A * siteProduct C = siteProduct C * siteProduct A :=
      sub_eq_zero.mp h
    -- a nonzero matrix element of the total product, chosen site by site
    choose i j hij using fun k => exists_entry_ne_zero (hne k)
    have hP : (siteProduct A * siteProduct C) i j ≠ 0 := by
      rw [siteProduct_mul]
      simp only [siteProduct, Matrix.of_apply]
      exact Finset.prod_ne_zero_iff.mpr (fun k _ => hij k)
    have h1 := congrArg (fun M => M i j) hex
    simp only [← heq, Matrix.smul_apply, smul_eq_mul] at h1
    exact hP (by linear_combination (1 / 2 : ℂ) * h1)
  · intro h
    rw [h.neg_one_pow, one_smul] at hex
    exact sub_eq_zero.mpr hex

/-- The Pauli matrix `X`. -/
def pauliX : Matrix (Fin 2) (Fin 2) ℂ := !![0, 1; 1, 0]

/-- The Pauli matrix `Z`. -/
def pauliZ : Matrix (Fin 2) (Fin 2) ℂ := !![1, 0; 0, -1]

/-- The Pauli matrices `X` and `Z` anticommute and their product is nonzero. -/
theorem pauli_witness : anti pauliX pauliZ = 0 ∧ pauliX * pauliZ ≠ 0 := by
  constructor
  · ext i j
    fin_cases i <;> fin_cases j <;>
      simp [anti, pauliX, pauliZ]
  · intro h
    have h1 := congrArg (fun M => M 0 1) h
    simp [pauliX, pauliZ, Matrix.mul_apply, Fin.sum_univ_succ] at h1

/-- On `N` qubits, the string with `X` on every site and the string with `Z` on every site
commute exactly when `N` is even. -/
theorem pauli_string_witness (N : ℕ) :
    comm (siteProduct (fun _ : Fin N => pauliX)) (siteProduct (fun _ : Fin N => pauliZ)) = 0
      ↔ Even N := by
  have h := comm_siteProduct_eq_zero_iff (fun _ : Fin N => pauliX) (fun _ => pauliZ)
    Finset.univ (fun _ _ => pauli_witness.1)
    (fun k hk => absurd (Finset.mem_univ k) hk) (fun _ => pauli_witness.2)
  rwa [Finset.card_univ, Fintype.card_fin] at h

end

end KroneckerCommutator
```

```lean
#print axioms KroneckerCommutator.anti_kronecker
#print axioms KroneckerCommutator.comm_kronecker_eq_zero_iff
#print axioms KroneckerCommutator.comm_siteProduct_eq_zero_iff
```

```
'KroneckerCommutator.anti_kronecker' depends on axioms: [propext, Classical.choice, Quot.sound]
'KroneckerCommutator.comm_kronecker_eq_zero_iff' depends on axioms: [propext, Classical.choice, Quot.sound]
'KroneckerCommutator.comm_siteProduct_eq_zero_iff' depends on axioms: [propext, Classical.choice, Quot.sound]
```

## Two subsystems

Let \(A, C\) be complex square matrices on the first subsystem and \(B, D\) on the second. Write \([A,C]=AC-CA\) and \(\{A,C\}=AC+CA\); these are `comm` and `anti` in the code, and `⊗ₖ` is the Kronecker product. The mixed-product rule \((A\otimes B)(C\otimes D)=AC\otimes BD\) gives

\[
[A\otimes B,\,C\otimes D]=AC\otimes BD-CA\otimes DB .
\]

To express this through local commutators and anticommutators, expand

\[
\begin{aligned}
[A,C]\otimes\{B,D\}&=AC\otimes BD+AC\otimes DB-CA\otimes BD-CA\otimes DB,\\
\{A,C\}\otimes[B,D]&=AC\otimes BD-AC\otimes DB+CA\otimes BD-CA\otimes DB.
\end{aligned}
\]

The mixed terms cancel in the sum, which leaves twice the commutator:

\[
[A\otimes B,\,C\otimes D]=\tfrac12\big([A,C]\otimes\{B,D\}+\{A,C\}\otimes[B,D]\big).
\]

This is `comm_kronecker`. The same expansion with the other pairing gives `anti_kronecker`:

\[
\{A\otimes B,\,C\otimes D\}=\tfrac12\big(\{A,C\}\otimes\{B,D\}+[A,C]\otimes[B,D]\big).
\]

Both Lean proofs apply the mixed-product rule, pass to the matrix element between \((i,k)\) and \((j,l)\), and leave an identity between complex numbers to `ring`.

Each term of the commutator formula contains one anticommutator. If \(\{A,C\}=0\) and \(\{B,D\}=0\), both terms vanish and the products commute, as `comm_kronecker_eq_zero` states.

## When the second pair must anticommute

Suppose \(\{A,C\}=0\). Then \(CA=-AC\), so \([A,C]=2AC\), and the commutator formula reduces to

\[
[A\otimes B,\,C\otimes D]=AC\otimes\{B,D\}.
\]

If the products commute, every matrix element of the right-hand side is zero:

\[
(AC)_{ij}\,\{B,D\}_{kl}=0 .
\]

When \(AC\neq0\), some element \((AC)_{ij}\) is nonzero. Fixing that \(i,j\) and letting \(k,l\) vary forces \(\{B,D\}=0\). This is the forward direction of `comm_kronecker_eq_zero_iff`, whose proof takes the nonzero element from `exists_entry_ne_zero`. The condition \(AC\neq 0\) is needed: if \(AC=0\), anticommutation gives \(CA=0\) too, and the products commute whatever \(B\) and \(D\) are.

## N sites

For \(N\) sites with the same finite local basis `d`, a basis state is a configuration \(i=(i_k)\), in Lean a function `Fin N → d`. The product operator with local factors \(A_k\) has matrix elements

\[
\mathcal A_{ij}=\prod_k (A_k)_{i_k j_k},
\]

which is the definition of `siteProduct`. Let \(\mathcal C\) be built in the same way from factors \(C_k\). Multiplying the two means summing over intermediate configurations \(c\), and the sum factorises because each site's index is summed independently:

\[
(\mathcal A\mathcal C)_{ij}=\sum_c\prod_k (A_k)_{i_kc_k}(C_k)_{c_kj_k}
=\prod_k\sum_{s}(A_k)_{i_ks}(C_k)_{sj_k}=\prod_k (A_kC_k)_{i_kj_k}.
\]

In `siteProduct_mul` the exchange of sum and product is `Finset.prod_univ_sum`.

Now let \(S\) be a set of sites such that \(A_k\) and \(C_k\) anticommute for \(k\in S\) and commute for \(k\notin S\). Then \(A_kC_k=\varepsilon_k C_kA_k\), with \(\varepsilon_k=-1\) on \(S\) and \(\varepsilon_k=1\) elsewhere. Taking the product over sites collects the signs:

\[
\mathcal A\mathcal C=(-1)^{|S|}\,\mathcal C\mathcal A .
\]

This is `siteProduct_exchange`; its proof establishes the one-site relation by cases on \(k\in S\) and then evaluates the product of signs.

If \(|S|\) is even, the operators commute. If \(|S|\) is odd, then \(\mathcal A\mathcal C=-\mathcal C\mathcal A\). Were they also to commute, \(\mathcal A\mathcal C\) would equal its own negative and vanish. Assume, however, that every local product \(A_kC_k\) is nonzero. Choosing \(i_k,j_k\) with \((A_kC_k)_{i_kj_k}\neq0\) on each site gives two configurations with

\[
(\mathcal A\mathcal C)_{ij}=\prod_k(A_kC_k)_{i_kj_k}\neq0,
\]

a contradiction. Hence \(\mathcal A\) and \(\mathcal C\) commute exactly when \(|S|\) is even, which is `comm_siteProduct_eq_zero_iff`. The tactic `choose` makes the site-by-site selection. For \(N=0\) both operators are the \(1\times1\) matrix with entry 1, \(S\) is empty, and the statement still holds.

## Strings of X and Z

The lemma `pauli_witness` checks that \(X\) and \(Z\) anticommute and that \(XZ\neq0\), the latter from the matrix element \((XZ)_{01}=-1\). Taking \(S\) to be all \(N\) sites, `pauli_string_witness` concludes that \(X\otimes\cdots\otimes X\) and \(Z\otimes\cdots\otimes Z\) commute exactly when \(N\) is even. Two spins satisfy this and three do not.

In quantum simulation of electronic structure, a Hamiltonian encoded on finitely many qubits can be written as a linear combination of Pauli strings with real coefficients, and the parity rule tells which pairs of strings commute and so admit a common eigenbasis. The rule applies to such strings because any two single-qubit Pauli matrices, the identity included, either commute or anticommute and have an invertible product.

## Scope of the statements

The two bipartite identities hold for arbitrary complex square matrices, Hermitian or not, and the two subsystems may have different finite dimensions. The parity rule is narrower. It requires each pair of local factors to commute or anticommute, which general operators do not, and it gives all sites the same local dimension. Infinite-dimensional operators such as position and momentum are not covered.

The tensor product is the ordinary one, in which operators acting on different sites commute. Fermionic creation and annihilation operators on different modes anticommute instead, so they cannot be treated as operators acting on single sites of such a product. A Jordan–Wigner transformation represents each of them as a product operator on qubits, and the rule then applies to any two that belong to different modes.
